# Filling the most occupied natural orbitals gives a Frobenius-closest idempotent density with that electron number

Averaging density matrices during an SCF iteration leaves me with fractional occupations, and I want to replace the average by the nearest single determinant, with "nearest" measured by the Frobenius distance between real matrices in an orthonormal basis. Suppose the averaged density has natural occupations 0.9, 0.6 and 0.5, and I want two electrons. The obvious choice is to fill the first two natural orbitals. But the competing determinants can be built from any rotated orbitals, not only from these three. Could one of them lie closer?

## No rotated determinant is closer

With that distance, none can. Represent a single determinant by a real symmetric matrix P with P² = P, and write ‖A‖² = tr(AAᵀ). I call such a P pure; the word here means idempotent, since a correlated pure state generally has a one-particle density that is not. Let D be the averaged density and Q any pure competitor. Because tr(QDᵀ) = tr(DQ) and Q² = Q,

‖D − Q‖² = ‖D‖² − 2 tr(DQ) + tr Q.

Subtract the same formula for P, and introduce a real number μ, a threshold on the occupation scale (not a chemical potential):

‖D − Q‖² − ‖D − P‖² = 2 tr((D − μ)(P − Q)) + (1 − 2μ)(tr Q − tr P).

Since P − Q = P(1 − Q) − (1 − P)Q, the first trace splits:

(D − μ)(P − Q) = (D − μ)P(1 − Q) + (μ − D)(1 − P)Q.

Now suppose that D lies at least δ above μ on the filled space and at least δ below μ on the empty space, meaning that

(D − μ)P − δP and (μ − D)(1 − P) − δ(1 − P)

are positive semidefinite. If A is positive semidefinite and R is pure, then tr(AR) = tr(RAR) ≥ 0. Applying this with R = 1 − Q and with R = Q gives

tr((D − μ)P(1 − Q)) ≥ δ(tr P − tr PQ),

tr((μ − D)(1 − P)Q) ≥ δ(tr Q − tr PQ).

The right-hand sides add up to δ‖P − Q‖², so

‖D − Q‖² ≥ ‖D − P‖² + 2δ‖P − Q‖² + (1 − 2μ)(tr Q − tr P).

At equal trace the last term vanishes, and δ = 0 already makes P a closest pure density. If δ > 0, it is the only one. At μ = 1/2 the last term vanishes for every electron number, so the trace constraint is unnecessary.

For natural orbitals, write D = U diag(ν) Uᵀ, with the orbitals as columns of U and occupations νᵢ. Let s be the set of filled orbitals, chosen so that no orbital outside s has a larger occupation than one inside. The two matrices at δ = 0 are then diagonal in the natural orbitals. Their entries are νᵢ − μ for i in s and μ − νⱼ for j outside s, and zero otherwise. Taking μ as the smallest occupation in s makes them all nonnegative. If s is empty, any μ above all occupations will do.

In the example above, μ = 0.55 and δ = 0.05 give

‖D − Q‖² ≥ 0.42 + 0.1 ‖P − Q‖²

for every two-electron Q, rotated or not. A tie is different: in a basis of only two orbitals, with D half the identity, all one-electron determinants are equally close, so δ = 0 does not secure uniqueness.

## What the Lean theorems say

The finite type `n` labels the basis functions, `frobSq` is the squared norm, and `IsPure` contains symmetry and idempotency. The expression `μ • (1 : Matrix n n ℝ)` is μ times the identity.

`closest_idempotent` says that, under the two positivity conditions, P is at least as close to D as any pure Q with `trace Q = trace P`. D is not separately assumed symmetric: `PosSemidef` includes symmetry, and the difference of the two matrices is D − μ.

`aufbau_closest` assumes no threshold. It takes a square U with `U * Uᵀ = 1`, real occupations `ν` and a finite set `s` obeying the ordering condition. It concludes that the filled density is pure, has trace `s.card`, and is closest among pure densities with that trace. Each orbital holds one electron, as for spin orbitals. The occupations need not lie between 0 and 1, nor sum to `s.card`.

For SCF density mixing, this justifies filling the natural orbitals in order of decreasing occupation as a nearest-point projection in a finite, real, orthonormal basis. That is what "aufbau" means in the Lean code, not the usual filling by orbital energy, and the result says nothing about which determinant has the lowest energy. With overlapping atomic orbitals, the density matrices must first be transformed to an orthonormal basis. Every real orthonormal basis of the same space gives the same distance, but this is in general not the Frobenius distance between the original atomic-orbital matrices.

```lean
import Mathlib

open Matrix

namespace ClosestIdempotentDensity

noncomputable section

variable {n : Type*} [Fintype n] [DecidableEq n]

/-- The squared Frobenius norm `tr (A Aᵀ)` of a real matrix. -/
def frobSq (A : Matrix n n ℝ) : ℝ := trace (A * Aᵀ)

/-- A pure (single-determinant) density in an orthonormal basis: a real symmetric idempotent. -/
structure IsPure (P : Matrix n n ℝ) : Prop where
  isSymm : Pᵀ = P
  idem : P * P = P

/-- The matrix `U diag(ν) Uᵀ` with orbitals the columns of `U` and occupations `ν`. -/
def orbitalDensity (U : Matrix n n ℝ) (ν : n → ℝ) : Matrix n n ℝ :=
  U * diagonal ν * Uᵀ

omit [DecidableEq n] in
/-- The squared distance from `D` to a pure density `Q` depends on `Q` only through
`tr (D Q)` and `tr Q`. -/
theorem frobSq_sub (D : Matrix n n ℝ) {Q : Matrix n n ℝ} (hQ : IsPure Q) :
    frobSq (D - Q) = frobSq D - 2 * trace (D * Q) + trace Q := by
  have h : trace (Q * Dᵀ) = trace (D * Q) := by
    rw [← Matrix.trace_transpose (Q * Dᵀ), Matrix.transpose_mul,
      Matrix.transpose_transpose, hQ.isSymm]
  unfold frobSq
  rw [Matrix.transpose_sub, hQ.isSymm, sub_mul, mul_sub, mul_sub, hQ.idem]
  simp only [Matrix.trace_sub]
  rw [h]
  ring

omit [DecidableEq n] in
/-- A positive semidefinite matrix has nonnegative trace against a pure density. -/
theorem trace_mul_nonneg {A R : Matrix n n ℝ} (hA : A.PosSemidef) (hR : IsPure R) :
    0 ≤ trace (A * R) := by
  have h := (hA.conjTranspose_mul_mul_same R).trace_nonneg
  rwa [Matrix.conjTranspose_eq_transpose_of_trivial, hR.isSymm, Matrix.trace_mul_cycle,
    hR.idem, Matrix.trace_mul_comm] at h

/-- Let `P` be pure. If `D` is at least `μ + δ` on the occupied space of `P` and at most `μ - δ` on
its complement, in the sense of the two positivity conditions, the squared distance from `D` to any
pure `Q` is bounded below by the sum of that to `P`, a gap term and a particle-number term. -/
theorem distance_bound {D P Q : Matrix n n ℝ} {μ δ : ℝ} (hP : IsPure P) (hQ : IsPure Q)
    (hocc : ((D - μ • (1 : Matrix n n ℝ)) * P - δ • P).PosSemidef)
    (hvirt : ((μ • (1 : Matrix n n ℝ) - D) * (1 - P) - δ • (1 - P)).PosSemidef) :
    frobSq (D - P) + 2 * δ * frobSq (P - Q) + (1 - 2 * μ) * (trace Q - trace P)
      ≤ frobSq (D - Q) := by
  have hR : IsPure (1 - Q) :=
    ⟨by rw [Matrix.transpose_sub, Matrix.transpose_one, hQ.isSymm],
     by rw [sub_mul, one_mul, mul_sub, mul_one, hQ.idem, sub_self, sub_zero]⟩
  -- split `(D - μ)(P - Q)` into an occupied and a virtual part
  have k : (D - μ • (1 : Matrix n n ℝ)) * P * (1 - Q)
      + (μ • (1 : Matrix n n ℝ) - D) * (1 - P) * Q
      = (D * P - μ • P) - (D * Q - μ • Q) := by
    have a : ∀ X : Matrix n n ℝ, (D - μ • (1 : Matrix n n ℝ)) * X = D * X - μ • X :=
      fun X => by rw [sub_mul, smul_mul_assoc, one_mul]
    rw [← a P, ← a Q, ← neg_sub D (μ • (1 : Matrix n n ℝ))]
    generalize D - μ • (1 : Matrix n n ℝ) = M
    noncomm_ring
  have t := congrArg Matrix.trace k
  simp only [Matrix.trace_add, Matrix.trace_sub, Matrix.trace_smul, smul_eq_mul] at t
  have s : ∀ X Y Z : Matrix n n ℝ,
      trace ((X - δ • Y) * Z) = trace (X * Z) - δ * trace (Y * Z) := fun X Y Z => by
    rw [sub_mul, smul_mul_assoc, Matrix.trace_sub, Matrix.trace_smul, smul_eq_mul]
  -- the trace of each part stays nonnegative after its `δ` term is subtracted
  have h1 := trace_mul_nonneg hocc hR
  have h2 := trace_mul_nonneg hvirt hQ
  have p1 : trace (P * (1 - Q)) = trace P - trace (P * Q) := by
    rw [mul_sub, mul_one, Matrix.trace_sub]
  have p2 : trace ((1 - P) * Q) = trace Q - trace (P * Q) := by
    rw [sub_mul, one_mul, Matrix.trace_sub]
  have d : frobSq P = trace P := by
    unfold frobSq
    rw [hP.isSymm, hP.idem]
  rw [s, p1] at h1
  rw [s, p2] at h2
  rw [frobSq_sub D hQ, frobSq_sub D hP, frobSq_sub P hQ, d]
  linarith

/-- If `(D - μ)P` and `(μ - D)(1 - P)` are positive semidefinite, the pure density `P` is
Frobenius-closest to `D` among all pure densities of the same trace. -/
theorem closest_idempotent {D P : Matrix n n ℝ} {μ : ℝ} (hP : IsPure P)
    (hocc : ((D - μ • (1 : Matrix n n ℝ)) * P).PosSemidef)
    (hvirt : ((μ • (1 : Matrix n n ℝ) - D) * (1 - P)).PosSemidef)
    {Q : Matrix n n ℝ} (hQ : IsPure Q) (htr : trace Q = trace P) :
    frobSq (D - P) ≤ frobSq (D - Q) := by
  have h := distance_bound (D := D) (μ := μ) (δ := 0) hP hQ
    (by rwa [zero_smul, sub_zero]) (by rwa [zero_smul, sub_zero])
  rw [htr] at h
  linarith

/-- If `P` is pure and the two positivity conditions hold with a strict gap `δ > 0`, a pure density
of the same trace that is at least as close to `D` as `P` equals `P`. -/
theorem closest_idempotent_unique {D P Q : Matrix n n ℝ} {μ δ : ℝ} (hδ : 0 < δ)
    (hP : IsPure P) (hQ : IsPure Q)
    (hocc : ((D - μ • (1 : Matrix n n ℝ)) * P - δ • P).PosSemidef)
    (hvirt : ((μ • (1 : Matrix n n ℝ) - D) * (1 - P) - δ • (1 - P)).PosSemidef)
    (htr : trace Q = trace P) (hle : frobSq (D - Q) ≤ frobSq (D - P)) : Q = P := by
  have h := distance_bound hP hQ hocc hvirt
  rw [htr] at h
  have h0 : frobSq (P - Q) ≤ 0 := by
    by_contra hc
    nlinarith [mul_pos hδ (not_le.mp hc)]
  have e : frobSq (P - Q) = ∑ i, ∑ j, (P - Q) i j ^ 2 := by
    simp only [frobSq, Matrix.trace, Matrix.diag_apply, Matrix.mul_apply,
      Matrix.transpose_apply, sq]
  -- a vanishing sum of squares forces every entry to vanish
  ext i j
  have h1 : (P - Q) i j ^ 2 ≤ ∑ j, (P - Q) i j ^ 2 :=
    Finset.single_le_sum (f := fun j => (P - Q) i j ^ 2)
      (fun _ _ => sq_nonneg _) (Finset.mem_univ j)
  have h2 : ∑ j, (P - Q) i j ^ 2 ≤ ∑ i, ∑ j, (P - Q) i j ^ 2 :=
    Finset.single_le_sum (f := fun i => ∑ j, (P - Q) i j ^ 2)
      (fun _ _ => Finset.sum_nonneg fun _ _ => sq_nonneg _) (Finset.mem_univ i)
  have h3 : (P - Q) i j = 0 := by
    have h4 : (P - Q) i j ^ 2 = 0 := le_antisymm (by linarith) (sq_nonneg _)
    exact pow_eq_zero_iff two_ne_zero |>.mp h4
  rw [Matrix.sub_apply] at h3
  linarith

/-- If `P` is pure and the positivity conditions hold at the threshold `μ = 1/2`, then `P` is
closest to `D` among pure densities of every trace. -/
theorem closest_idempotent_half {D P Q : Matrix n n ℝ} (hP : IsPure P) (hQ : IsPure Q)
    (hocc : ((D - (1 / 2 : ℝ) • (1 : Matrix n n ℝ)) * P).PosSemidef)
    (hvirt : (((1 / 2 : ℝ) • (1 : Matrix n n ℝ) - D) * (1 - P)).PosSemidef) :
    frobSq (D - P) ≤ frobSq (D - Q) := by
  have h := distance_bound (D := D) (μ := 1 / 2) (δ := 0) hP hQ
    (by rwa [zero_smul, sub_zero]) (by rwa [zero_smul, sub_zero])
  linarith

/-- For orthonormal orbitals, an affine change of the occupations is the same affine change
of the density matrix. -/
theorem orbitalDensity_affine {U : Matrix n n ℝ} (hU : U * Uᵀ = 1) (ν : n → ℝ) (a b : ℝ) :
    orbitalDensity U (fun i => a * ν i + b)
      = a • orbitalDensity U ν + b • (1 : Matrix n n ℝ) := by
  have h : diagonal (fun i => a * ν i + b) = a • diagonal ν + b • (1 : Matrix n n ℝ) := by
    ext i j
    by_cases hij : i = j
    · subst hij
      simp
    · simp [hij]
  unfold orbitalDensity
  rw [h, mul_add, add_mul, mul_smul_comm, mul_smul_comm, smul_mul_assoc, smul_mul_assoc,
    mul_one, hU]

/-- Densities built on the same orthonormal orbitals multiply by multiplying occupations. -/
theorem orbitalDensity_mul {U : Matrix n n ℝ} (hU : U * Uᵀ = 1) (ν κ : n → ℝ) :
    orbitalDensity U ν * orbitalDensity U κ = orbitalDensity U (fun i => ν i * κ i) := by
  have hU' : Uᵀ * U = 1 := mul_eq_one_comm.mp hU
  unfold orbitalDensity
  calc U * diagonal ν * Uᵀ * (U * diagonal κ * Uᵀ)
      = U * diagonal ν * (Uᵀ * U) * diagonal κ * Uᵀ := by simp only [mul_assoc]
    _ = U * diagonal (fun i => ν i * κ i) * Uᵀ := by
      rw [hU', mul_one, mul_assoc U, Matrix.diagonal_mul_diagonal]

/-- Aufbau purification: if no orbital outside `s` has a larger occupation than one in `s`,
filling the orthonormal natural orbitals in `s` gives a pure density with `s.card` electrons,
closest to the mixed density among all such pure densities. -/
theorem aufbau_closest {U : Matrix n n ℝ} (hU : U * Uᵀ = 1) (ν : n → ℝ) (s : Finset n)
    (h : ∀ i ∈ s, ∀ j ∉ s, ν j ≤ ν i) :
    let P := orbitalDensity U (fun i => if i ∈ s then 1 else 0)
    IsPure P ∧ trace P = s.card ∧ ∀ Q, IsPure Q → trace Q = s.card →
      frobSq (orbitalDensity U ν - P) ≤ frobSq (orbitalDensity U ν - Q) := by
  intro P
  have hP : IsPure P := by
    refine ⟨by simp [P, orbitalDensity, Matrix.transpose_mul, mul_assoc], ?_⟩
    simp only [P]
    rw [orbitalDensity_mul hU]
    congr 1
    ext i
    by_cases hi : i ∈ s <;> simp [hi]
  have hT : trace P = s.card := by
    simp only [P, orbitalDensity]
    rw [Matrix.trace_mul_cycle, mul_eq_one_comm.mp hU, one_mul, Matrix.trace_diagonal]
    simp
  -- a threshold separating filled from empty orbitals
  obtain ⟨μ, h1, h2⟩ : ∃ μ : ℝ, (∀ i ∈ s, μ ≤ ν i) ∧ ∀ j ∉ s, ν j ≤ μ := by
    rcases s.eq_empty_or_nonempty with hs | hs
    · refine ⟨∑ i, |ν i|, by simp [hs], fun j _ => (le_abs_self _).trans ?_⟩
      exact Finset.single_le_sum (f := fun i => |ν i|) (fun _ _ => abs_nonneg _)
        (Finset.mem_univ j)
    · obtain ⟨i, hi, hm⟩ := s.exists_min_image ν hs
      exact ⟨ν i, hm, fun j hj => h i hi j hj⟩
  have psd : ∀ κ : n → ℝ, (∀ i, 0 ≤ κ i) → (orbitalDensity U κ).PosSemidef := by
    intro κ hκ
    have h3 := (Matrix.PosSemidef.diagonal (d := κ) hκ).mul_mul_conjTranspose_same U
    rwa [Matrix.conjTranspose_eq_transpose_of_trivial] at h3
  refine ⟨hP, hT, fun Q hQ hQT => closest_idempotent (μ := μ) hP ?_ ?_ hQ (hQT.trans hT.symm)⟩
  · have e : orbitalDensity U ν - μ • (1 : Matrix n n ℝ)
        = orbitalDensity U (fun i => 1 * ν i + -μ) := by
      rw [orbitalDensity_affine hU]
      module
    rw [e, orbitalDensity_mul hU]
    refine psd _ fun i => ?_
    by_cases hi : i ∈ s
    · have := h1 i hi
      simp only [hi, if_true]
      linarith
    · simp [hi]
  · have e : μ • (1 : Matrix n n ℝ) - orbitalDensity U ν
        = orbitalDensity U (fun i => -1 * ν i + μ) := by
      rw [orbitalDensity_affine hU]
      module
    have e' : 1 - P = orbitalDensity U (fun i => -1 * (if i ∈ s then 1 else 0) + 1) := by
      rw [orbitalDensity_affine hU]
      module
    rw [e, e', orbitalDensity_mul hU]
    refine psd _ fun i => ?_
    by_cases hi : i ∈ s
    · simp [hi]
    · have := h2 i hi
      simp only [hi, if_false]
      linarith

/-- The matrices `D = [[1/2, 1/4], [1/4, 1/2]]` and `P = [[1/2, 1/2], [1/2, 1/2]]` meet the
positivity conditions at `μ = 1/2` with every gap `δ ≤ 1/4`. -/
theorem closest_idempotent_witness (δ : ℝ) (hδ : δ ≤ 1 / 4) :
    let D : Matrix (Fin 2) (Fin 2) ℝ := !![1/2, 1/4; 1/4, 1/2]
    let P : Matrix (Fin 2) (Fin 2) ℝ := !![1/2, 1/2; 1/2, 1/2]
    IsPure P ∧ ((D - (1 / 2 : ℝ) • (1 : Matrix (Fin 2) (Fin 2) ℝ)) * P - δ • P).PosSemidef ∧
      (((1 / 2 : ℝ) • (1 : Matrix (Fin 2) (Fin 2) ℝ) - D) * (1 - P)
        - δ • (1 - P)).PosSemidef := by
  intro D P
  have psd : ∀ R : Matrix (Fin 2) (Fin 2) ℝ, IsPure R → R.PosSemidef := fun R h => by
    have h1 := Matrix.posSemidef_conjTranspose_mul_self R
    rwa [Matrix.conjTranspose_eq_transpose_of_trivial, h.isSymm, h.idem] at h1
  have hP : IsPure P := by
    constructor <;> ext i j <;> fin_cases i <;> fin_cases j <;>
      norm_num [P, Matrix.mul_apply, Fin.sum_univ_two]
  have hR : IsPure (1 - P) :=
    ⟨by rw [Matrix.transpose_sub, Matrix.transpose_one, hP.isSymm],
     by rw [sub_mul, one_mul, mul_sub, mul_one, hP.idem, sub_self, sub_zero]⟩
  -- `D - 1/2` acts as `1/4` on the filled orbital and as `-1/4` on the empty one
  have a : (D - (1 / 2 : ℝ) • (1 : Matrix (Fin 2) (Fin 2) ℝ)) * P = (1 / 4 : ℝ) • P := by
    ext i j
    fin_cases i <;> fin_cases j <;>
      norm_num [D, P, Matrix.mul_apply, Fin.sum_univ_two, Matrix.one_apply]
  have b : ((1 / 2 : ℝ) • (1 : Matrix (Fin 2) (Fin 2) ℝ) - D) * (1 - P)
      = (1 / 4 : ℝ) • (1 - P) := by
    ext i j
    fin_cases i <;> fin_cases j <;>
      norm_num [D, P, Matrix.mul_apply, Fin.sum_univ_two, Matrix.one_apply]
  refine ⟨hP, ?_, ?_⟩
  · rw [a, ← sub_smul]
    exact (psd P hP).smul (sub_nonneg.mpr hδ)
  · rw [b, ← sub_smul]
    exact (psd (1 - P) hR).smul (sub_nonneg.mpr hδ)

end

end ClosestIdempotentDensity
```

```lean
#print axioms ClosestIdempotentDensity.closest_idempotent_unique
#print axioms ClosestIdempotentDensity.closest_idempotent_half
#print axioms ClosestIdempotentDensity.aufbau_closest
```

```
'ClosestIdempotentDensity.closest_idempotent_unique' depends on axioms: [propext, Classical.choice, Quot.sound]
'ClosestIdempotentDensity.closest_idempotent_half' depends on axioms: [propext, Classical.choice, Quot.sound]
'ClosestIdempotentDensity.aufbau_closest' depends on axioms: [propext, Classical.choice, Quot.sound]
```

## From the trace identity to the filled orbitals

`frobSq_sub` is the expansion of the distance, and `trace_mul_nonneg` is the step tr(AR) = tr(RAR) ≥ 0. In `distance_bound`, the identity `k` is the split into filled and empty parts. There `noncomm_ring` checks the algebra without letting matrices commute. Taking traces and inserting the two nonnegative terms leaves a linear inequality for `linarith`.

`closest_idempotent` sets δ = 0 in that bound, and `closest_idempotent_half` also sets μ = 1/2. For `closest_idempotent_unique`, the gap forces ‖P − Q‖² ≤ 0; as this is a sum of squared entries, each entry vanishes.

`orbitalDensity_affine` and `orbitalDensity_mul` turn shifts and products of matrices into arithmetic on occupations. `aufbau_closest` uses them to obtain the diagonal entries found above, after `exists_min_image` has supplied the smallest filled occupation. For empty `s` it uses the sum of all |νᵢ| as the threshold.

Finally, `closest_idempotent_witness` checks the conditions for a non-diagonal D with occupations 3/4 and 1/4. Its filled orbital is (1, 1)/√2, and the conditions hold at μ = 1/2 for every δ ≤ 1/4.
